# Position and momentum matrices of a harmonic oscillator cut off at level d are Hermitian

Keep only the levels 0, …, d of a harmonic oscillator, and let a be the lowering matrix, which takes level n to √n times level n − 1 and level 0 to zero. The lemma says that, for every natural number d, the position matrix X = (a + a*)/√2 and the momentum matrix P = i(a* − a)/√2, in dimensionless form, are both Hermitian. These are complex square matrices of size d + 1. For X, the proof carries the adjoint through the scalar and the sum, then swaps the two summands. For P, it shows that conjugation changes the sign of the scalar i/√2, which makes up for the change of sign in a* − a.

The first attempt, which Lean rejects:

```lean
import Mathlib

open Matrix

namespace TruncatedOscillator

noncomputable section

/-- The lowering matrix on the levels `0, …, d`, taking level `n` to `√n` times level `n - 1`. -/
def lower (d : ℕ) : Matrix (Fin (d + 1)) (Fin (d + 1)) ℂ :=
  Matrix.of fun m n => if (m : ℕ) + 1 = (n : ℕ) then ((√((n : ℕ) : ℝ) : ℝ) : ℂ) else 0

/-- The truncated position matrix `X = (a + a*)/√2`. -/
def position (d : ℕ) : Matrix (Fin (d + 1)) (Fin (d + 1)) ℂ :=
  ((√2 : ℝ) : ℂ)⁻¹ • (lower d + (lower d)ᴴ)

/-- The truncated momentum matrix `P = i(a* - a)/√2`. -/
def momentum (d : ℕ) : Matrix (Fin (d + 1)) (Fin (d + 1)) ℂ :=
  (Complex.I * ((√2 : ℝ) : ℂ)⁻¹) • ((lower d)ᴴ - lower d)

/-- The truncated position and momentum matrices are Hermitian. -/
theorem position_momentum_hermitian (d : ℕ) :
    (position d).IsHermitian ∧ (momentum d).IsHermitian := by
  constructor
  · rw [Matrix.IsHermitian, position, Matrix.conjTranspose_smul, Matrix.conjTranspose_add,
      Matrix.conjTranspose_conjTranspose, star_inv₀, Complex.star_def, Complex.conj_ofReal,
      add_comm]
  · have hc : star (Complex.I * ((√2 : ℝ) : ℂ)⁻¹) = -(Complex.I * ((√2 : ℝ) : ℂ)⁻¹) := by
      simp
    rw [Matrix.IsHermitian, momentum, Matrix.conjTranspose_smul, Matrix.conjTranspose_sub,
      Matrix.conjTranspose_conjTranspose, hc]
    module

end

end TruncatedOscillator
```

Messages:

```
Main.lean:27:6: error: Tactic `rewrite` failed: motive is not type correct:
  fun _a => (↑√2)⁻¹ • ((lower d)ᴴ + lower d) = (↑√2)⁻¹ • (lower d + (lower d)ᴴ)
Error: Application type mismatch: The argument
  lower d
has type
  Matrix (Fin (d + 1)) (Fin (d + 1)) ℂ
but is expected to have type
  Matrix (Fin _a) (Fin _a) ℂ
in the application
  (lower d)ᴴ

Explanation: The rewrite tactic rewrites an expression 'e' using an equality 'a = b' by the following process. First, it looks for all 'a' in 'e'. Second, it tries to abstract these occurrences of 'a' to create a function 'm := fun _a => ...', called the *motive*, with the property that 'm a' is definitionally equal to 'e'. Third, we observe that 'congrArg' implies that 'm a = m b', which can be used with lemmas such as 'Eq.mpr' to change the goal. However, if 'e' depends on specific properties of 'a', then the motive 'm' might not typecheck.

Possible solutions: use rewrite's 'occs' configuration option to limit which occurrences are rewritten, or use 'simp' or 'conv' mode, which have strategies for certain kinds of dependencies (these tactics can handle proofs and 'Decidable' instances whose types depend on the rewritten term, and 'simp' can apply user-defined '@[congr]' theorems as well).

case left
d : ℕ
⊢ (↑√2)⁻¹ • ((lower d)ᴴ + lower d) = (↑√2)⁻¹ • (lower d + (lower d)ᴴ)
```

By the time Lean reaches `add_comm`, the two sides of the goal for X differ only in the order of `(lower d)ᴴ` and `lower d`. But `add_comm` without arguments fits any sum, and the sum that `rw` settles on is the `d + 1` inside the matrix type `Matrix (Fin (d + 1)) (Fin (d + 1)) ℂ`. The message shows this: where the type had `Fin (d + 1)`, Lean now expects `Fin _a`.

To rewrite `d + 1`, `rw` must put a variable in its place throughout the goal. The matrix `lower d` still has size `d + 1`, so it no longer fits the type expected of it, and this is what "motive is not type correct" means.

The repair names the summands, `add_comm (lower d)ᴴ (lower d)`, so that only the matrix sum on the left can match. Swapping it makes the two sides identical, and `rw` then closes the goal by reflexivity.

Fix (accepted with no message):

```diff
@@ -25,5 +25,5 @@
   · rw [Matrix.IsHermitian, position, Matrix.conjTranspose_smul, Matrix.conjTranspose_add,
       Matrix.conjTranspose_conjTranspose, star_inv₀, Complex.star_def, Complex.conj_ofReal,
-      add_comm]
+      add_comm (lower d)ᴴ (lower d)]
   · have hc : star (Complex.I * ((√2 : ℝ) : ℂ)⁻¹) = -(Complex.I * ((√2 : ℝ) : ℂ)⁻¹) := by
       simp
```
